# Absolutely convergent Rayleigh–Schrödinger series solve the exact equation for bounded operators

## The order equations and the two series

Let X be a complex Banach space, and let H₀ and V be bounded linear operators on X. The Hamiltonian is H₀ + tV, with a complex coupling t. The state corrections ψ₀, ψ₁, ψ₂, … are vectors in X, and the energy corrections E₀, E₁, E₂, … are complex numbers. They solve the Rayleigh–Schrödinger equations at every order if

H₀ψ₀ = E₀ψ₀,

H₀ψₙ₊₁ + Vψₙ = Σ_{i+j=n+1} Eᵢψⱼ for all n ≥ 0.

The sum runs over all pairs of non-negative integers i, j with the stated total, so the terms E₀ψₙ₊₁ and Eₙ₊₁ψ₀ are both included. The powers of t are kept out of the corrections, and the two perturbation series are

ψ(t) = Σₙ tⁿψₙ,  E(t) = Σₙ tⁿEₙ,

with t⁰ = 1 also at t = 0.

## From formal orders to an exact solution

The order equations come from inserting both series into the Schrödinger equation and comparing powers of t. That comparison is formal: it doesn't say whether the series converge, or whether their sums solve anything. The result below supplies the second half when convergence is given.

Suppose that Σₙ |t|ⁿ‖ψₙ‖ and Σₙ |t|ⁿ|Eₙ| are finite. Then

(H₀ + tV)ψ(t) = E(t)ψ(t).

Suppose in addition that a continuous linear functional φ satisfies φ(ψ₀) = 1 and φ(ψₙ₊₁) = 0 for all n. This is intermediate normalisation: φ reads off the component along the reference state, and the corrections have no such component. Then ψ(t) ≠ 0, so E(t) is an eigenvalue of H₀ + tV with eigenvector ψ(t).

For a many-electron Hamiltonian represented in a finite basis, this means that a normalised perturbation expansion whose state and energy series both converge absolutely sums to an exact eigenpair of that finite matrix, though not necessarily to its ground state.

## Summing the orders

Multiply the equation of order n by tⁿ and add up all orders. There are three sums to evaluate.

The first contains H₀. Since H₀ is linear and continuous, it can be taken out of the convergent series:

Σₙ tⁿH₀ψₙ = H₀ψ(t).

The second contains V, which first appears at order one. Shifting the index by one leaves a factor t:

Σ_{n≥1} tⁿVψₙ₋₁ = t Σₙ tⁿVψₙ = tVψ(t).

The third is the right-hand side. Because tⁿ = tⁱtʲ whenever i + j = n,

Σₙ tⁿ Σ_{i+j=n} Eᵢψⱼ = Σₙ Σ_{i+j=n} (tⁱEᵢ)(tʲψⱼ).

The norms of all the terms (tⁱEᵢ)(tʲψⱼ) add up to the product of the two finite sums assumed above. The double series may therefore be rearranged, and it factorises into E(t)ψ(t). Equating the two sides gives the exact equation.

For the normalised case, apply φ term by term:

φ(ψ(t)) = Σₙ tⁿφ(ψₙ) = φ(ψ₀) = 1.

A vector on which φ takes the value 1 isn't zero.

## A two-level model with an infinite state series

On ℂ², let H₀(a, b) = (0, b) and V(a, b) = (a, −a). The perturbation is not Hermitian. Take ψ₀ = (1, 0) and ψₙ = (0, 1) for n ≥ 1, with E₁ = 1 and all other Eₙ = 0.

At order zero, both sides vanish. At order one,

H₀(0, 1) + V(1, 0) = (0, 1) + (1, −1) = (1, 0) = E₁ψ₀.

At every higher order the V term is zero, because V(0, 1) = 0, and both sides equal (0, 1).

In the maximum norm every ψₙ has norm 1, so the state series is dominated by the geometric series for |t| < 1. The energy series has a single non-zero term. Inside the disc the sums are

E(t) = t,  ψ(t) = (1, t/(1 − t)).

## Losing convergence at t = 1

The same model shows what fails without absolute convergence of the state series. At t = 1 every term of that series after the first is (0, 1), so the series diverges. The order equations and the normalisation still hold, and the energy series still converges, to 1. An eigenvector with first component 1 would have to satisfy

(1, b − 1) = e(1, b).

The first component gives e = 1, and the second then reads b − 1 = b, which is impossible. A convergent energy series therefore doesn't guarantee an eigenvector in intermediate normalisation. The number 1 is still an eigenvalue here, but its eigenvectors are the multiples of (0, 1), which have no component along the reference.

In Lean, an infinite sum that doesn't converge is assigned the value 0. At t = 1 the exact equation would thus read 0 = 0, and it is the claim ψ(t) ≠ 0 that breaks down.

## A non-zero ψ₀ does not make ψ(t) non-zero

It is easily overlooked that the exact equation alone doesn't provide an eigenvector, even when ψ₀ ≠ 0. Take H₀ = V = 0, all Eₙ = 0, ψ₀ = v ≠ 0, ψ₁ = −v and all later corrections zero. Every order equation holds and both series are finite, yet ψ(1) = v − v = 0. Intermediate normalisation excludes this cancellation, since ψ₁ would need to have no component along the reference.

## How the Lean statements encode the physics

The type `X →L[ℂ] X` consists of continuous linear maps, which is where boundedness enters. The instance `[CompleteSpace X]` makes the normed space a Banach space. The corrections are functions `ψ : ℕ → X` and `E : ℕ → ℂ`, and `SolvesOrderEquations` holds the order equations in its two fields `zeroth` and `succ`. In the sum over `antidiagonal (n + 1)`, the components `p.1` and `p.2` are the indices i and j used above.

`stateSeries` and `energySeries` are the infinite sums ψ(t) and E(t). The hypotheses `hψ` and `hE` state absolute convergence at the given t, with `‖t‖` for |t|. The theorem `exact_equation` concludes the Schrödinger equation, and `exact_eigenpair` adds the functional `φ` and the conclusion that the state is non-zero.

Neither theorem assumes that H₀ or V is self-adjoint, or that the unperturbed level is non-degenerate. The corrections and the convergence of their series are assumed, not derived from a spectral gap or a bound on V. Unbounded operators, such as the kinetic energy on the usual space of square-integrable functions, are not covered.

For the model, `two_level_witness` states the order equations, the normalisation by the first component, and absolute convergence for |t| < 1. The theorem `two_level_no_solution_at_one` excludes every pair of b and e at t = 1. The closed form t/(1 − t) and the divergence of the state series at t = 1 are short calculations made here in the text, not statements of the file.

```lean
import Mathlib

open Finset

namespace PerturbationSeriesConvergence

noncomputable section

variable {X : Type*} [NormedAddCommGroup X] [NormedSpace ℂ X]

/-- The Rayleigh-Schroedinger equations at every order, for the Hamiltonian `H₀ + t V`
with state corrections `ψ n` and energy corrections `E n`. -/
structure SolvesOrderEquations (H₀ V : X →L[ℂ] X) (ψ : ℕ → X) (E : ℕ → ℂ) : Prop where
  zeroth : H₀ (ψ 0) = E 0 • ψ 0
  succ : ∀ n : ℕ, H₀ (ψ (n + 1)) + V (ψ n) = ∑ p ∈ antidiagonal (n + 1), E p.1 • ψ p.2

/-- The perturbation series of the state, for couplings `t` where it converges. -/
def stateSeries (ψ : ℕ → X) (t : ℂ) : X := ∑' n : ℕ, t ^ n • ψ n

/-- The perturbation series of the energy, for couplings `t` where it converges. -/
def energySeries (E : ℕ → ℂ) (t : ℂ) : ℂ := ∑' n : ℕ, t ^ n * E n

/-- Raising every term of a convergent series by one order leaves its sum unchanged. -/
theorem hasSum_shift {f : ℕ → ℂ} {a : ℂ} (h : HasSum f a) :
    HasSum (fun n => if n = 0 then 0 else f (n - 1)) a := by
  have h1 := (hasSum_nat_add_iff (f := fun n => if n = 0 then 0 else f (n - 1)) 1).mp
    (by simpa using h)
  simpa using h1

/-- An absolutely convergent state series converges to `stateSeries`. -/
theorem hasSum_stateSeries [CompleteSpace X] {ψ : ℕ → X} {t : ℂ}
    (hψ : Summable fun n => ‖t‖ ^ n * ‖ψ n‖) :
    HasSum (fun n => t ^ n • ψ n) (stateSeries ψ t) := by
  have h : Summable fun n => ‖t ^ n • ψ n‖ := by
    simpa only [norm_smul, norm_pow] using hψ
  exact h.of_norm.hasSum

set_option maxHeartbeats 400000 in
/-- Where both perturbation series converge absolutely, their sums satisfy the exact
Schroedinger equation `(H₀ + t V) ψ(t) = E(t) ψ(t)`. -/
theorem exact_equation [CompleteSpace X] {H₀ V : X →L[ℂ] X} {ψ : ℕ → X} {E : ℕ → ℂ}
    {t : ℂ} (h : SolvesOrderEquations H₀ V ψ E)
    (hψ : Summable fun n => ‖t‖ ^ n * ‖ψ n‖) (hE : Summable fun n => ‖t‖ ^ n * ‖E n‖) :
    (H₀ + t • V) (stateSeries ψ t) = energySeries E t • stateSeries ψ t := by
  have hS := hasSum_stateSeries hψ
  have hE' : Summable fun n => ‖t ^ n * E n‖ := by
    simpa only [norm_mul, norm_pow] using hE
  -- continuous functionals separate vectors, so the equation is tested with each of them
  by_contra hne
  obtain ⟨l, hl⟩ := SeparatingDual.exists_separating_of_ne (R := ℂ) hne
  apply hl
  have hlS : HasSum (fun n => t ^ n * l (ψ n)) (l (stateSeries ψ t)) := by
    simpa only [map_smul, smul_eq_mul] using l.hasSum hS
  have hlH : HasSum (fun n => t ^ n * l (H₀ (ψ n))) (l (H₀ (stateSeries ψ t))) := by
    simpa only [map_smul, smul_eq_mul] using l.hasSum (H₀.hasSum hS)
  have hlV : HasSum (fun n => t ^ n * l (V (ψ n))) (l (V (stateSeries ψ t))) := by
    simpa only [map_smul, smul_eq_mul] using l.hasSum (V.hasSum hS)
  -- the order equations identify the terms; the perturbation raises the order by one
  have hterm : ∀ n : ℕ, t ^ n * l (∑ p ∈ antidiagonal n, E p.1 • ψ p.2)
      = t ^ n * l (H₀ (ψ n))
        + (if n = 0 then 0 else t * (t ^ (n - 1) * l (V (ψ (n - 1))))) := by
    intro n
    cases n with
    | zero => simp [h.zeroth]
    | succ m =>
      rw [if_neg (Nat.succ_ne_zero m), Nat.add_sub_cancel, ← h.succ m, map_add]
      ring
  have hshift := hasSum_shift (f := fun n => t * (t ^ n * l (V (ψ n)))) (hlV.mul_left t)
  have hadd := hlH.add hshift
  have hc : HasSum (fun n => t ^ n * l (∑ p ∈ antidiagonal n, E p.1 • ψ p.2))
      (l (H₀ (stateSeries ψ t)) + t * l (V (stateSeries ψ t))) := by
    rw [funext hterm]
    exact hadd
  -- the product of the two series, collected by order
  have horder : ∀ n : ℕ, t ^ n * l (∑ p ∈ antidiagonal n, E p.1 • ψ p.2)
      = ∑ p ∈ antidiagonal n, (t ^ p.1 * E p.1) * (t ^ p.2 * l (ψ p.2)) := by
    intro n
    rw [map_sum, Finset.mul_sum]
    refine Finset.sum_congr rfl fun p hp => ?_
    have hpn : p.1 + p.2 = n := mem_antidiagonal.mp hp
    rw [← hpn, pow_add, map_smul, smul_eq_mul]
    ring
  have hlN : Summable fun n => ‖t ^ n * l (ψ n)‖ := summable_norm_iff.mpr hlS.summable
  have hprod := tsum_mul_tsum_eq_tsum_sum_antidiagonal_of_summable_norm hE' hlN
  calc l ((H₀ + t • V) (stateSeries ψ t))
      = l (H₀ (stateSeries ψ t)) + t * l (V (stateSeries ψ t)) := by simp
    _ = ∑' n, t ^ n * l (∑ p ∈ antidiagonal n, E p.1 • ψ p.2) := hc.tsum_eq.symm
    _ = energySeries E t * l (stateSeries ψ t) := by
        rw [← hlS.tsum_eq, energySeries, hprod]
        exact tsum_congr horder
    _ = l (energySeries E t • stateSeries ψ t) := by rw [map_smul, smul_eq_mul]

/-- Where both perturbation series converge absolutely and the corrections are in intermediate
normalisation with respect to a continuous functional `φ`, the summed state is nonzero and solves
the exact Schroedinger equation. -/
theorem exact_eigenpair [CompleteSpace X] {H₀ V : X →L[ℂ] X} {ψ : ℕ → X} {E : ℕ → ℂ}
    {t : ℂ} (h : SolvesOrderEquations H₀ V ψ E)
    (hψ : Summable fun n => ‖t‖ ^ n * ‖ψ n‖) (hE : Summable fun n => ‖t‖ ^ n * ‖E n‖)
    (φ : X →L[ℂ] ℂ) (h0 : φ (ψ 0) = 1) (h1 : ∀ n, φ (ψ (n + 1)) = 0) :
    stateSeries ψ t ≠ 0 ∧
      (H₀ + t • V) (stateSeries ψ t) = energySeries E t • stateSeries ψ t := by
  refine ⟨fun h' => ?_, exact_equation h hψ hE⟩
  -- only the zeroth order has a component along the reference
  have hz : HasSum (fun n => φ (t ^ n • ψ n)) (φ (t ^ 0 • ψ 0)) := by
    refine hasSum_single 0 fun n hn => ?_
    cases n with
    | zero => exact absurd rfl hn
    | succ m => rw [map_smul, h1 m, smul_zero]
  have hφ := (φ.hasSum (hasSum_stateSeries hψ)).unique hz
  rw [h', map_zero, pow_zero, one_smul, h0] at hφ
  exact zero_ne_one hφ

/-- Unperturbed two-level Hamiltonian `(a, b) ↦ (0, b)`. -/
def levelH₀ : ℂ × ℂ →L[ℂ] ℂ × ℂ :=
  (0 : ℂ × ℂ →L[ℂ] ℂ).prod (ContinuousLinearMap.snd ℂ ℂ ℂ)

/-- Non-Hermitian two-level perturbation `(a, b) ↦ (a, -a)`. -/
def levelV : ℂ × ℂ →L[ℂ] ℂ × ℂ :=
  (ContinuousLinearMap.fst ℂ ℂ ℂ).prod (-ContinuousLinearMap.fst ℂ ℂ ℂ)

/-- The action of the two-level Hamiltonian `H₀ + t V` on a state `(a, b)`. -/
theorem level_apply (t a b : ℂ) :
    (levelH₀ + t • levelV) (a, b) = (t * a, b + t * -a) := by
  simp [levelH₀, levelV]

/-- State corrections of the two-level model: `(1, 0)` at order zero, then `(0, 1)`. -/
def levelψ : ℕ → ℂ × ℂ
  | 0 => (1, 0)
  | _ + 1 => (0, 1)

/-- Energy corrections of the two-level model: `1` at first order and `0` otherwise. -/
def levelE (n : ℕ) : ℂ := if n = 1 then 1 else 0

/-- The two-level model solves all order equations in intermediate normalisation, and both
its series converge absolutely for `|t| < 1`. -/
theorem two_level_witness :
    SolvesOrderEquations levelH₀ levelV levelψ levelE ∧
    (levelψ 0).1 = 1 ∧ (∀ n, (levelψ (n + 1)).1 = 0) ∧
    ∀ t : ℂ, ‖t‖ < 1 → (Summable fun n => ‖t‖ ^ n * ‖levelψ n‖) ∧
      Summable fun n => ‖t‖ ^ n * ‖levelE n‖ := by
  refine ⟨⟨by simp [levelH₀, levelψ, levelE], fun n => ?_⟩, rfl, fun _ => rfl,
    fun t ht => ⟨?_, ?_⟩⟩
  · -- only the first-order energy contributes to the convolution
    have hmem : ((1, n) : ℕ × ℕ) ∈ antidiagonal (n + 1) := by
      rw [HasAntidiagonal.mem_antidiagonal]
      exact Nat.add_comm 1 n
    have hzero : ∀ p ∈ antidiagonal (n + 1), p ≠ (1, n) → levelE p.1 • levelψ p.2 = 0 := by
      rintro ⟨k, l⟩ hp hne
      have hkl : k + l = n + 1 := mem_antidiagonal.mp hp
      have hk : k ≠ 1 := fun hk => hne (by rw [hk, show l = n by omega])
      simp [levelE, hk]
    rw [Finset.sum_eq_single_of_mem (1, n) hmem hzero]
    cases n <;> simp [levelH₀, levelV, levelψ, levelE]
  · have hnorm : ∀ n, ‖levelψ n‖ ≤ 1 := fun n => by
      rw [Prod.norm_def]
      cases n <;> simp [levelψ]
    refine Summable.of_nonneg_of_le (fun n => by positivity) (fun n => ?_)
      (summable_geometric_of_lt_one (norm_nonneg t) ht)
    exact mul_le_of_le_one_right (by positivity) (hnorm n)
  · have hs : HasSum (fun n => ‖t‖ ^ n * ‖levelE n‖) (‖t‖ ^ 1 * ‖levelE 1‖) :=
      hasSum_single 1 fun n hn => by simp [levelE, hn]
    exact hs.summable

/-- At `t = 1` the two-level Hamiltonian has no eigenvector with first component `1`. -/
theorem two_level_no_solution_at_one (b e : ℂ) :
    (levelH₀ + (1 : ℂ) • levelV) (1, b) ≠ e • ((1, b) : ℂ × ℂ) := by
  intro h
  rw [level_apply, Prod.smul_mk, Prod.mk.injEq, smul_eq_mul, smul_eq_mul] at h
  obtain ⟨h1, h2⟩ := h
  -- the first component forces `e = 1`, which the second one contradicts
  have he : e = 1 := by linear_combination -h1
  rw [he] at h2
  have h3 : (1 : ℂ) = 0 := by linear_combination -h2
  exact one_ne_zero h3

end

end PerturbationSeriesConvergence
```

```lean
#print axioms PerturbationSeriesConvergence.exact_eigenpair
-- 'PerturbationSeriesConvergence.exact_eigenpair' depends on axioms: [propext, Classical.choice, Quot.sound]
#print axioms PerturbationSeriesConvergence.two_level_no_solution_at_one
-- 'PerturbationSeriesConvergence.two_level_no_solution_at_one' depends on axioms: [propext, Classical.choice, Quot.sound]
```

## Reducing the vector equation to scalar series

The Lean proof follows the summation above, with one change: it compares the two sides through continuous linear functionals. If the two vectors were different, some functional `l` would take different values on them. This is a consequence of the Hahn–Banach theorem, used here through `SeparatingDual.exists_separating_of_ne`. It is then enough to show that the values of `l` agree, so the product of a scalar series with a vector series becomes a product of two complex series.

Two lemmas prepare the ground. `hasSum_stateSeries` uses completeness to turn absolute convergence into convergence to ψ(t). `hasSum_shift` moves a complex series up by one order, puts a zero in the vacant first place, and shows that the sum is unchanged.

Inside `exact_equation`, the main steps are these:

- `hlS`, `hlH` and `hlV` take `l`, H₀ and V through the state series term by term.
- `hterm` is the order equation of order n, multiplied by tⁿ and evaluated by `l`. Its case distinction reflects the absence of a V term at order zero.
- `hshift` sums the V terms after the index shift, and `hadd` adds the H₀ terms. Together with `hterm` they give `hc`, the sum of all orders.
- `horder` splits tⁿ into tⁱtʲ in each term of the right-hand side.
- `hprod` is the Cauchy product of two absolutely convergent complex series.

The final `calc` block joins these equalities, starting from `l` applied to (H₀ + tV)ψ(t) and ending with `l` applied to E(t)ψ(t).

## Normalisation and the model in the proof

`exact_eigenpair` takes the equation from the previous theorem and has only ψ(t) ≠ 0 left to prove. Under `φ` every term of the state series except the zeroth vanishes, so `hasSum_single` gives the sum directly. Uniqueness of the sum identifies it with `φ` applied to ψ(t). If ψ(t) were zero, this would give 0 = 1.

In `two_level_witness`, the sum on the right of each order equation reduces to the pair (1, n), because only E₁ is non-zero. The remaining identity is checked separately for n = 0 and for larger n, as in the calculation by hand. Convergence of the state series follows by comparison with the geometric series, and the energy series is a sum with one term.

`level_apply` writes out H₀ + tV on a pair (a, b). The last theorem uses it to split the supposed eigenvalue equation into components: the first forces e = 1, and the second then yields 1 = 0.
